# Convergence of the Landweber iteration for an operator with a bounded Penrose inverse

The Penrose inverse of A can be constructed, for instance from a singular value decomposition, or it can be described by the relations it satisfies. The development below takes the second route. A is a bounded operator between real or complex Hilbert spaces E and F, and X is any bounded operator from F to E that satisfies the four Penrose relations with A. The existence of X is therefore a hypothesis. For a matrix such an X always exists; in infinite dimension a bounded X exists exactly when the range of A is closed.

## The limit and the error estimate

Write A† for the adjoint of A (the transpose, for a real matrix) and I for the identity. The Penrose relations are

A X A = A,  X A X = X,  (A X)† = A X,  (X A)† = X A.

For data b, starting vector x₀ and step size α, the iteration is

x_(k+1) = x_k + α A†(b − A x_k).

The claim is that if α > 0 and α‖A‖² < 2, then x_k converges to

L = X b + (I − X A)x₀.

For A ≠ 0 the condition reads 0 < α < 2/‖A‖². The form without division also admits A = 0, where the iteration stands still.

Two identities follow from the Penrose relations:

A†A X = A†(A X)† = (A X A)† = A†,
X A A† = (X A)†A† = (A X A)† = A†.

The first gives the normal equation A†(b − A X b) = 0. The second says that X A fixes every vector of the form A†y. Each update is such a vector, so (I − X A)x_k never changes. This is the component of x_k in the kernel of A.

Let e_k = x_k − L. Since A L = A X b + A x₀ − A X A x₀ = A X b, the normal equation gives

A†(b − A x_k) = A†(A X b − A x_k) = −A†A e_k,
e_(k+1) = e_k − α A†A e_k.

The initial error is e₀ = X A x₀ − X b, and X A e₀ = e₀ because X A X = X. The correction α A†A e_k is also fixed by X A, so X A e_k = e_k for all k.

Expanding the square for any vector e, and using ‖A†A e‖ ≤ ‖A‖‖A e‖,

‖e − α A†A e‖² = ‖e‖² − 2α‖A e‖² + α²‖A†A e‖²
 ≤ ‖e‖² − c‖A e‖², with c = α(2 − α‖A‖²) > 0.

When e = X A e, we also have ‖e‖² ≤ ‖X‖²‖A e‖². Put

q = 1 − c/(‖X‖² + c).

Then 0 ≤ q < 1 and (1 − q)‖X‖² ≤ c, so

‖e_(k+1)‖² ≤ ‖e_k‖² − (1 − q)‖X‖²‖A e_k‖² ≤ q‖e_k‖².

Hence ‖e_k‖² ≤ q^k‖e₀‖², which tends to zero.

The same argument covers step sizes α_k that vary from step to step, provided α_k(2 − α_k‖A‖²) stays above one fixed c > 0: the limit and the bound are unchanged. The code treats a constant step.

In electronic-structure work the result applies to linear least-squares problems with redundant parameters, such as fitting coefficients in a linearly dependent basis, for a fixed step size and exact arithmetic. There the starting guess decides which of the equivalent solutions is reached.

## Operators, inverse and iteration in Lean

The scalar field `𝕜` is ℝ or ℂ through `RCLike`, and both spaces are complete inner product spaces of any dimension.

```lean
import Mathlib

open Filter Topology
open ContinuousLinearMap (adjoint)

namespace LandweberIteration

noncomputable section

variable {𝕜 E F : Type*} [RCLike 𝕜]
  [NormedAddCommGroup E] [InnerProductSpace 𝕜 E] [CompleteSpace E]
  [NormedAddCommGroup F] [InnerProductSpace 𝕜 F] [CompleteSpace F]
```

`A : E →L[𝕜] F` is a continuous linear map, and `‖A‖` is its operator norm, which for a matrix between Euclidean spaces is the largest singular value. The structure below states the four relations vector by vector. Self-adjointness of A X and X A is expressed by moving the operator from one side of the inner product to the other.

```lean
/-- The four Penrose relations between an operator `A` and its generalised inverse `X`. -/
structure IsPenroseInverse (A : E →L[𝕜] F) (X : F →L[𝕜] E) : Prop where
  axa : ∀ v, A (X (A v)) = A v
  xax : ∀ y, X (A (X y)) = X y
  ax_symm : ∀ y z, inner 𝕜 (A (X y)) z = inner 𝕜 y (A (X z))
  xa_symm : ∀ v w, inner 𝕜 (X (A v)) w = inner 𝕜 v (X (A w))
```

The step size is a real number, cast into `𝕜` where it multiplies a vector.

```lean
/-- One Landweber update: `x` moves by `α A†(b - A x)`. -/
def landweberStep (A : E →L[𝕜] F) (α : ℝ) (b : F) (x : E) : E :=
  x + (α : 𝕜) • (adjoint A) (b - A x)
```

The iterate with index k is the k-fold application of this map, so index 0 is the starting vector.

```lean
/-- The `k`-th Landweber iterate started from `x₀`. -/
def landweber (A : E →L[𝕜] F) (α : ℝ) (b : F) (x₀ : E) (k : ℕ) : E :=
  (landweberStep A α b)^[k] x₀
```

The candidate limit is L, with (I − X A)x₀ written out as a difference.

```lean
/-- The vector `X b + (I - X A) x₀`. -/
def landweberLimit (A : E →L[𝕜] F) (X : F →L[𝕜] E) (b : F) (x₀ : E) : E :=
  X b + (x₀ - X (A x₀))
```

## Two consequences of the Penrose relations

Both identities are proved by testing against an arbitrary vector z, which is what `ext_inner_right` allows. The adjoint moves across the inner product, a symmetry relation moves A X or X A, and `axa` finishes the computation.

```lean
/-- The vector `X b` solves the normal equation `A†(b - A x) = 0`. -/
theorem normal_equation {A : E →L[𝕜] F} {X : F →L[𝕜] E} (h : IsPenroseInverse A X) (b : F) :
    (adjoint A) (b - A (X b)) = 0 := by
  refine ext_inner_right 𝕜 fun z => ?_
  rw [ContinuousLinearMap.adjoint_inner_left, inner_sub_left, h.ax_symm, h.axa, sub_self,
    inner_zero_left]

/-- The projector `X A` leaves every vector of the form `A† y` unchanged. -/
theorem projector_adjoint {A : E →L[𝕜] F} {X : F →L[𝕜] E} (h : IsPenroseInverse A X) (y : F) :
    X (A ((adjoint A) y)) = (adjoint A) y := by
  refine ext_inner_right 𝕜 fun z => ?_
  rw [h.xa_symm, ContinuousLinearMap.adjoint_inner_left,
    ContinuousLinearMap.adjoint_inner_left, h.axa]
```

## Decrease and geometric decay of the error

The next lemma is the expansion of the square. It needs neither X nor a restriction on α. In its proof `h1` bounds A†A e, `h2` evaluates the cross term, `h3` takes the step size out of the last norm, and `nlinarith` combines them.

```lean
/-- The squared norm of `e - α A†A e` is at most `‖e‖² - α (2 - α ‖A‖²) ‖A e‖²`. -/
theorem error_decrease (A : E →L[𝕜] F) (α : ℝ) (e : E) :
    ‖e - (α : 𝕜) • (adjoint A) (A e)‖ ^ 2
      ≤ ‖e‖ ^ 2 - α * (2 - α * ‖A‖ ^ 2) * ‖A e‖ ^ 2 := by
  have h1 : ‖(adjoint A) (A e)‖ ≤ ‖A‖ * ‖A e‖ := by
    calc ‖(adjoint A) (A e)‖ ≤ ‖adjoint A‖ * ‖A e‖ := (adjoint A).le_opNorm _
      _ = ‖A‖ * ‖A e‖ := by rw [LinearIsometryEquiv.norm_map]
  have h2 : RCLike.re (inner 𝕜 e ((α : 𝕜) • (adjoint A) (A e))) = α * ‖A e‖ ^ 2 := by
    rw [inner_smul_right, ContinuousLinearMap.adjoint_inner_right, RCLike.re_ofReal_mul,
      inner_self_eq_norm_sq]
  have h3 : ‖(α : 𝕜) • (adjoint A) (A e)‖ ^ 2 = α ^ 2 * ‖(adjoint A) (A e)‖ ^ 2 := by
    rw [norm_smul, RCLike.norm_ofReal, mul_pow, sq_abs]
  have h4 := pow_le_pow_left₀ (norm_nonneg _) h1 2
  rw [norm_sub_sq (𝕜 := 𝕜), h2, h3]
  nlinarith [mul_le_mul_of_nonneg_left h4 (sq_nonneg α)]
```

The geometric bound accepts any q between 0 and 1 with (1 − q)‖X‖² ≤ α(2 − α‖A‖²). The facts `hL` and `h0L` are A L = A X b and X A e₀ = e₀, and `hstep` is the error recursion. The induction carries two statements together, X A e_k = e_k and the norm bound, because the first is needed to prove the second at the next step.

```lean
/-- Geometric error bound: if `0 ≤ q ≤ 1` and `(1 - q) ‖X‖² ≤ α (2 - α ‖A‖²)`, the squared
distance to `X b + (I - X A) x₀` after `k` steps is at most `q ^ k` times the initial one. -/
theorem error_bound {A : E →L[𝕜] F} {X : F →L[𝕜] E} (h : IsPenroseInverse A X)
    {α q : ℝ} (hq0 : 0 ≤ q) (hq1 : q ≤ 1)
    (hq : (1 - q) * ‖X‖ ^ 2 ≤ α * (2 - α * ‖A‖ ^ 2)) (b : F) (x₀ : E) (k : ℕ) :
    ‖landweber A α b x₀ k - landweberLimit A X b x₀‖ ^ 2
      ≤ q ^ k * ‖x₀ - landweberLimit A X b x₀‖ ^ 2 := by
  have hL : A (landweberLimit A X b x₀) = A (X b) := by
    simp [landweberLimit, h.axa]
  have h0L : X (A (x₀ - landweberLimit A X b x₀)) = x₀ - landweberLimit A X b x₀ := by
    rw [map_sub, hL, map_sub, h.xax, landweberLimit]
    abel
  generalize landweberLimit A X b x₀ = L at hL h0L ⊢
  -- the error evolves by `e ↦ e - α A†A e`
  have hstep : ∀ x, landweberStep A α b x - L
      = (x - L) - (α : 𝕜) • (adjoint A) (A (x - L)) := by
    intro x
    have hg : (adjoint A) (b - A x) = -(adjoint A) (A (x - L)) := by
      have h0 := normal_equation h b
      simp only [map_sub] at h0
      rw [sub_eq_zero] at h0
      simp only [map_sub, hL]
      rw [h0]
      abel
    rw [landweberStep, hg, smul_neg]
    abel
  -- the error stays in the range of `X A`, where `A` is bounded below
  have main : X (A (landweber A α b x₀ k - L)) = landweber A α b x₀ k - L ∧
      ‖landweber A α b x₀ k - L‖ ^ 2 ≤ q ^ k * ‖x₀ - L‖ ^ 2 := by
    induction k with
    | zero => exact ⟨h0L, by simp [landweber]⟩
    | succ k ih =>
      have hs : landweber A α b x₀ (k + 1) = landweberStep A α b (landweber A α b x₀ k) :=
        Function.iterate_succ_apply' _ _ _
      rw [hs, hstep]
      generalize landweber A α b x₀ k - L = e at ih ⊢
      obtain ⟨he, hb⟩ := ih
      refine ⟨by simp only [map_sub, map_smul, he, projector_adjoint h], ?_⟩
      have h1 : ‖e‖ ≤ ‖X‖ * ‖A e‖ := by
        calc ‖e‖ = ‖X (A e)‖ := by rw [he]
          _ ≤ ‖X‖ * ‖A e‖ := X.le_opNorm _
      have h2 := pow_le_pow_left₀ (norm_nonneg _) h1 2
      have h3 : ‖e - (α : 𝕜) • (adjoint A) (A e)‖ ^ 2 ≤ q * ‖e‖ ^ 2 := by
        nlinarith [error_decrease A α e, mul_le_mul_of_nonneg_left h2 (sub_nonneg.2 hq1),
          mul_le_mul_of_nonneg_right hq (sq_nonneg ‖A e‖)]
      calc _ ≤ q * ‖e‖ ^ 2 := h3
        _ ≤ q * (q ^ k * ‖x₀ - L‖ ^ 2) := mul_le_mul_of_nonneg_left hb hq0
        _ = q ^ (k + 1) * ‖x₀ - L‖ ^ 2 := by ring
  exact main.2
```

## Convergence with a conserved kernel component

The main theorem has two parts. `Tendsto … atTop (𝓝 …)` says that the iterates converge in norm to X b + (x₀ − X A x₀), and the second part says that (I − X A)x_k equals its initial value for every k. Both hold for all b and x₀.

The proof of the first part inserts the explicit q from above, squeezes the squared error between zero and a null sequence, and takes the square root. The second part is an induction in which `projector_adjoint` removes the update.

```lean
/-- For `α > 0` and `α ‖A‖² < 2` the Landweber iteration converges to `X b + (I - X A) x₀`,
and every iterate has the same component `(I - X A) x` as the starting vector. -/
theorem landweber_converges {A : E →L[𝕜] F} {X : F →L[𝕜] E} (h : IsPenroseInverse A X)
    {α : ℝ} (hα : 0 < α) (hA : α * ‖A‖ ^ 2 < 2) (b : F) (x₀ : E) :
    Tendsto (landweber A α b x₀) atTop (𝓝 (X b + (x₀ - X (A x₀)))) ∧
      ∀ k, landweber A α b x₀ k - X (A (landweber A α b x₀ k)) = x₀ - X (A x₀) := by
  constructor
  · have hc : 0 < α * (2 - α * ‖A‖ ^ 2) := mul_pos hα (by linarith)
    have hbound := fun q h0 h1 h2 => error_bound h (α := α) (q := q) h0 h1 h2 b x₀
    generalize α * (2 - α * ‖A‖ ^ 2) = c at hc hbound
    have hN : 0 ≤ ‖X‖ ^ 2 := sq_nonneg _
    have hpos : 0 < ‖X‖ ^ 2 + c := by linarith
    -- an explicit contraction factor below one
    have hq0 : 0 ≤ 1 - c / (‖X‖ ^ 2 + c) :=
      sub_nonneg.2 ((div_le_one hpos).2 (by linarith))
    have hq1 : 1 - c / (‖X‖ ^ 2 + c) < 1 := by linarith [div_pos hc hpos]
    have hq : (1 - (1 - c / (‖X‖ ^ 2 + c))) * ‖X‖ ^ 2 ≤ c := by
      rw [sub_sub_cancel, div_mul_eq_mul_div, div_le_iff₀ hpos]
      nlinarith [mul_pos hc hc]
    have hlim := (tendsto_pow_atTop_nhds_zero_of_lt_one hq0 hq1).mul_const
      (‖x₀ - landweberLimit A X b x₀‖ ^ 2)
    rw [zero_mul] at hlim
    have hsq := squeeze_zero (fun k => sq_nonneg _) (hbound _ hq0 hq1.le hq) hlim
    have hs := (Real.continuous_sqrt.tendsto 0).comp hsq
    simp only [Function.comp_def, Real.sqrt_sq_eq_abs, abs_norm, Real.sqrt_zero] at hs
    exact tendsto_iff_norm_sub_tendsto_zero.2 hs
  · intro k
    induction k with
    | zero => rfl
    | succ k ih =>
      have hs : landweber A α b x₀ (k + 1) = landweberStep A α b (landweber A α b x₀ k) :=
        Function.iterate_succ_apply' _ _ _
      rw [hs, ← ih]
      simp only [landweberStep, map_add, map_smul, projector_adjoint h]
      abel
```

## Which least-squares solution is selected

By the normal equation, b − A X b is orthogonal to the range of A, so for every z

‖b − A z‖² = ‖b − A X b‖² + ‖A(X b − z)‖².

Since A L = A X b, L minimises the residual. Any other minimiser z has A z = A X b, and then

L − x₀ = X b − X A x₀ = X A(z − x₀).

With w = z − x₀, the symmetry of X A and X A X = X give ‖X A w‖² = Re⟨w, X A w⟩ ≤ ‖w‖‖X A w‖, so ‖X A w‖ ≤ ‖w‖. Thus no minimiser is closer to x₀ than L. The theorem states this inequality and not the uniqueness of the closest minimiser.

```lean
/-- The vector `X b + (I - X A) x₀` minimises the residual `‖b - A z‖`, and no other minimiser
lies closer to `x₀`. -/
theorem limit_optimal {A : E →L[𝕜] F} {X : F →L[𝕜] E} (h : IsPenroseInverse A X)
    (b : F) (x₀ : E) :
    (∀ z, ‖b - A (landweberLimit A X b x₀)‖ ≤ ‖b - A z‖) ∧
      ∀ z, ‖b - A z‖ = ‖b - A (landweberLimit A X b x₀)‖ →
        ‖landweberLimit A X b x₀ - x₀‖ ≤ ‖z - x₀‖ := by
  have hL : A (landweberLimit A X b x₀) = A (X b) := by
    simp [landweberLimit, h.axa]
  -- Pythagoras for the residual
  have pyth : ∀ z, ‖b - A z‖ ^ 2 = ‖b - A (X b)‖ ^ 2 + ‖A (X b - z)‖ ^ 2 := by
    intro z
    have h0 : inner 𝕜 (b - A (X b)) (A (X b - z)) = 0 := by
      rw [← ContinuousLinearMap.adjoint_inner_left, normal_equation h, inner_zero_left]
    have h1 : b - A z = (b - A (X b)) + A (X b - z) := by
      rw [map_sub]
      abel
    rw [h1, norm_add_sq (𝕜 := 𝕜), h0, map_zero]
    ring
  rw [hL]
  refine ⟨fun z => (sq_le_sq₀ (norm_nonneg _) (norm_nonneg _)).1 ?_, fun z hz => ?_⟩
  · rw [pyth z]
    linarith [sq_nonneg ‖A (X b - z)‖]
  · have h0 : ‖A (X b - z)‖ ^ 2 = 0 := by
      have h1 := pyth z
      rw [hz] at h1
      linarith
    have h2 : A (X b - z) = 0 := norm_eq_zero.1 ((pow_eq_zero_iff two_ne_zero).1 h0)
    rw [map_sub, sub_eq_zero] at h2
    have h3 : landweberLimit A X b x₀ - x₀ = X (A (z - x₀)) := by
      rw [map_sub, map_sub, ← h2, h.xax, landweberLimit]
      abel
    rw [h3]
    -- the orthogonal projector `X A` does not lengthen vectors
    generalize z - x₀ = w
    have h4 : ‖X (A w)‖ ^ 2 = RCLike.re (inner 𝕜 w (X (A w))) := by
      rw [← inner_self_eq_norm_sq (𝕜 := 𝕜), h.xa_symm, h.xax]
    have h5 : RCLike.re (inner 𝕜 w (X (A w))) ≤ ‖w‖ * ‖X (A w)‖ := re_inner_le_norm _ _
    by_contra hlt
    have h6 := not_le.1 hlt
    nlinarith [mul_pos (sub_pos.2 h6) (lt_of_le_of_lt (norm_nonneg w) h6)]
```

## Failure for large steps

Suppose A†A v = s v with v ≠ 0 and αs ≥ 2. With b = 0 and x₀ = v the iterates are

x_k = (1 − αs)^k v.

Since |1 − αs| ≥ 1, successive iterates differ by |1 − αs|^k · αs‖v‖ ≥ 2‖v‖, whereas the differences of a convergent sequence tend to zero. The eigenvector is a hypothesis. For a nonzero matrix, s = ‖A‖² is an eigenvalue of A†A, so the bound on the step cannot be relaxed there.

In the proof, `hx` is the closed form and `hgap` the lower bound on the differences.

```lean
/-- If `A†A v = s v` with `v ≠ 0` and `α s ≥ 2`, the iteration for `b = 0` started from `v`
has no limit. -/
theorem landweber_diverges (A : E →L[𝕜] F) {α s : ℝ} {v : E} (hv0 : v ≠ 0)
    (hv : (adjoint A) (A v) = (s : 𝕜) • v) (hs : 2 ≤ α * s) :
    ¬ ∃ y, Tendsto (landweber A α 0 v) atTop (𝓝 y) := by
  rintro ⟨y, hy⟩
  have hx : ∀ k, landweber A α 0 v k = (((1 - α * s) ^ k : ℝ) : 𝕜) • v := by
    intro k
    induction k with
    | zero => simp [landweber]
    | succ k ih =>
      have hk : landweber A α 0 v (k + 1) = landweberStep A α 0 (landweber A α 0 v k) :=
        Function.iterate_succ_apply' _ _ _
      rw [hk, ih]
      simp only [landweberStep, zero_sub, map_neg, map_smul, hv]
      push_cast
      module
  -- successive iterates stay at least `2 ‖v‖` apart
  have hgap : ∀ k, 2 * ‖v‖ ≤ ‖landweber A α 0 v (k + 1) - landweber A α 0 v k‖ := by
    intro k
    have h1 : (1 : ℝ) ≤ |1 - α * s| ^ k :=
      one_le_pow₀ (le_abs.2 (Or.inr (by linarith)))
    have h2 : (2 : ℝ) ≤ |1 - α * s - 1| := le_abs.2 (Or.inr (by linarith))
    rw [hx, hx, ← sub_smul, ← RCLike.ofReal_sub, norm_smul, RCLike.norm_ofReal,
      show (1 - α * s) ^ (k + 1) - (1 - α * s) ^ k
        = (1 - α * s) ^ k * (1 - α * s - 1) by ring, abs_mul, abs_pow]
    exact mul_le_mul_of_nonneg_right (by nlinarith) (norm_nonneg v)
  have hlim := ((hy.comp (tendsto_add_atTop_nat 1)).sub hy).norm
  have hle : 2 * ‖v‖ ≤ ‖y - y‖ := ge_of_tendsto' hlim hgap
  rw [sub_self, norm_zero] at hle
  linarith [norm_pos_iff.2 hv0]
```

## A rank-one example on the plane

The functional v ↦ v₁ + v₂ on the Euclidean plane vanishes along (1, −1), so its kernel is not trivial. It is the inner product with u = (1, 1).

```lean
/-- The vector `(1, 1)` in the Euclidean plane. -/
def diagonalVector : EuclideanSpace ℝ (Fin 2) := !₂[1, 1]
```

Its Penrose inverse sends t to (t/2, t/2). The factor 1/2 compensates for ⟨u, u⟩ = 2, since u is not normalised. The step `hAX` shows that A X is the identity on ℝ, which settles three of the relations; the fourth is the symmetry of the projector onto the diagonal. The hypotheses on X are thus met by an operator for which the limit does depend on x₀.

```lean
/-- The functional `v ↦ v₁ + v₂` on the plane has the Penrose inverse `t ↦ (t/2, t/2)`. -/
theorem isPenroseInverse_witness :
    IsPenroseInverse (𝕜 := ℝ) (innerSL ℝ diagonalVector)
      ((1 / 2 : ℝ) • ContinuousLinearMap.toSpanSingleton ℝ diagonalVector) := by
  have huu : inner ℝ diagonalVector diagonalVector = (2 : ℝ) := by
    rw [PiLp.inner_apply, Fin.sum_univ_two]
    norm_num [diagonalVector]
  generalize diagonalVector = u at huu ⊢
  have hA : ∀ v, innerSL ℝ u v = inner ℝ u v := fun _ => rfl
  have hX : ∀ t : ℝ, ((1 / 2 : ℝ) • ContinuousLinearMap.toSpanSingleton ℝ u) t
      = (1 / 2 : ℝ) • (t • u) := fun _ => rfl
  have hAX : ∀ t : ℝ, innerSL ℝ u
      (((1 / 2 : ℝ) • ContinuousLinearMap.toSpanSingleton ℝ u) t) = t := by
    intro t
    rw [hX, hA, real_inner_smul_right, real_inner_smul_right, huu]
    ring
  refine ⟨fun v => hAX _, fun t => by rw [hAX], fun s t => by rw [hAX, hAX], fun v w => ?_⟩
  simp only [hX, hA, real_inner_smul_left, real_inner_smul_right]
  rw [real_inner_comm u v]
  ring

end

end LandweberIteration
```

```lean
#print axioms LandweberIteration.landweber_converges
#print axioms LandweberIteration.limit_optimal
#print axioms LandweberIteration.landweber_diverges
```

```
'LandweberIteration.landweber_converges' depends on axioms: [propext, Classical.choice, Quot.sound]
'LandweberIteration.limit_optimal' depends on axioms: [propext, Classical.choice, Quot.sound]
'LandweberIteration.landweber_diverges' depends on axioms: [propext, Classical.choice, Quot.sound]
```
